# For a single d hole without core–valence interaction, ⟨L·S⟩ fixes the polarisation-summed L2 and L3 strengths

In an independent-particle model, the relative L2 and L3 absorption strengths of a d-hole orbital, summed over the three polarisations, follow from the expectation value of L·S in that orbital through two linear formulas. The Lean code below proves them for one hole, with the same radial dipole factor and photon-energy factor at both edges.

```lean
import Mathlib

open Matrix Complex ComplexConjugate

namespace CoreLevelBranching

noncomputable section

/-- A spin-1/2 spinor. -/
abbrev Spinor := Fin 2 → ℂ

/-- A p spin-orbital: one spinor for each Cartesian component. -/
abbrev PState := Fin 3 → Spinor

/-- A Cartesian rank-two tensor of spinors. -/
abbrev DTensor := Fin 3 → Fin 3 → Spinor

/-- The three Pauli matrices. -/
def pauli : Fin 3 → Matrix (Fin 2) (Fin 2) ℂ :=
  ![!![0, 1; 1, 0], !![0, -I; I, 0], !![1, 0; 0, -1]]

/-- The orbital angular momentum matrices acting on Cartesian vectors. -/
def orbital : Fin 3 → Matrix (Fin 3) (Fin 3) ℂ :=
  ![!![0, 0, 0; 0, 0, -I; 0, I, 0], !![0, 0, I; 0, 0, 0; -I, 0, 0],
    !![0, -I, 0; I, 0, 0; 0, 0, 0]]

/-- The operator L·S on p spin-orbitals. -/
def pSpinOrbit (v : PState) : PState := fun a =>
  (1 / 2 : ℂ) • ∑ c, ∑ d, orbital c a d • (pauli c *ᵥ v d)

/-- The operator L·S on rank-two tensors, with L acting on both Cartesian indices. -/
def dSpinOrbit (Q : DTensor) : DTensor := fun a b =>
  pSpinOrbit (fun d => Q d b) a + pSpinOrbit (fun d => Q a d) b

/-- The contraction σ·v of a p spin-orbital with the Pauli matrices. -/
def slash (v : PState) : Spinor := ∑ a, pauli a *ᵥ v a

/-- The j = 1/2 part of a p spin-orbital, with components σ_a (σ·v) / 3. -/
def pHalf (v : PState) : PState := fun a => (1 / 3 : ℂ) • (pauli a *ᵥ slash v)

/-- The squared norm of a spinor. -/
def spinWeight (u : Spinor) : ℝ := ∑ s, normSq (u s)

/-- The squared norm of a p spin-orbital. -/
def weight (v : PState) : ℝ := ∑ a, spinWeight (v a)

/-- The squared norm of a tensor of spinors. -/
def tensorWeight (Q : DTensor) : ℝ := ∑ b, weight (fun a => Q a b)

/-- The expectation value ⟨Q, L·S Q⟩. -/
def meanLS (Q : DTensor) : ℂ := ∑ b, ∑ a, ∑ s, conj (Q a b s) * dSpinOrbit Q a b s

/-- The L2 strength: the j = 1/2 core weight reached from Q, summed over polarisations b. -/
def strengthL2 (Q : DTensor) : ℝ := ∑ b, weight (pHalf (fun a => Q a b))

/-- The L3 strength: the core weight outside j = 1/2, summed over polarisations b. -/
def strengthL3 (Q : DTensor) : ℝ :=
  ∑ b, weight ((fun a => Q a b) - pHalf (fun a => Q a b))

/-- A d spin-orbital is a symmetric traceless tensor of spinors. -/
def IsDOrbital (Q : DTensor) : Prop := (∀ a b, Q a b = Q b a) ∧ ∑ a, Q a a = 0

/-- The action of the three Pauli matrices on a spinor, in components. -/
theorem pauli_action (u : Spinor) :
    (pauli 0 *ᵥ u) 0 = u 1 ∧ (pauli 0 *ᵥ u) 1 = u 0 ∧
    (pauli 1 *ᵥ u) 0 = -(I * u 1) ∧ (pauli 1 *ᵥ u) 1 = I * u 0 ∧
    (pauli 2 *ᵥ u) 0 = u 0 ∧ (pauli 2 *ᵥ u) 1 = -u 1 := by
  refine ⟨?_, ?_, ?_, ?_, ?_, ?_⟩ <;>
    simp [pauli, Matrix.mulVec, dotProduct, Fin.sum_univ_two]

/-- The action of L·S on a p spin-orbital, in components. -/
theorem pSpinOrbit_action (v : PState) :
    pSpinOrbit v 0 0 = (v 2 1 - I * v 1 0) / 2 ∧
    pSpinOrbit v 0 1 = (-v 2 0 + I * v 1 1) / 2 ∧
    pSpinOrbit v 1 0 = I * (v 0 0 - v 2 1) / 2 ∧
    pSpinOrbit v 1 1 = I * (-v 0 1 - v 2 0) / 2 ∧
    pSpinOrbit v 2 0 = (I * v 1 1 - v 0 1) / 2 ∧
    pSpinOrbit v 2 1 = (I * v 1 0 + v 0 0) / 2 := by
  -- L·S is i/2 times the cross product of σ with v
  have h0 : pSpinOrbit v 0 = (I / 2) • (pauli 1 *ᵥ v 2 - pauli 2 *ᵥ v 1) := by
    simp [pSpinOrbit, orbital, Fin.sum_univ_three]
    constructor <;> ring
  have h1 : pSpinOrbit v 1 = (I / 2) • (pauli 2 *ᵥ v 0 - pauli 0 *ᵥ v 2) := by
    simp [pSpinOrbit, orbital, Fin.sum_univ_three]
    constructor <;> ring
  have h2 : pSpinOrbit v 2 = (I / 2) • (pauli 0 *ᵥ v 1 - pauli 1 *ᵥ v 0) := by
    simp [pSpinOrbit, orbital, Fin.sum_univ_three]
    constructor <;> ring
  simp only [h0, h1, h2, Pi.smul_apply, Pi.sub_apply, smul_eq_mul, pauli_action]
  refine ⟨?_, ?_, ?_, ?_, ?_, ?_⟩
  · linear_combination (-(v 2 1) / 2) * I_sq
  · linear_combination (v 2 0 / 2) * I_sq
  · ring
  · ring
  · linear_combination (v 0 1 / 2) * I_sq
  · linear_combination (-(v 0 0) / 2) * I_sq

/-- On core p states L·S equals 1/2 - (3/2)P, where P takes the j = 1/2 part and P² = P. -/
theorem core_levels (v : PState) :
    pSpinOrbit v = (1 / 2 : ℂ) • v - (3 / 2 : ℂ) • pHalf v ∧
    pHalf (pHalf v) = pHalf v := by
  have hu : ∀ u : Spinor, slash (fun a => (1 / 3 : ℂ) • (pauli a *ᵥ u)) = u := by
    intro u
    ext s
    fin_cases s <;>
      simp only [Fin.zero_eta, Fin.mk_one, slash, Fin.sum_univ_three, Pi.add_apply,
        pauli_action, Pi.smul_apply, smul_eq_mul] <;>
      ring_nf <;> simp only [I_sq] <;> ring
  constructor
  · ext a s
    fin_cases a <;> fin_cases s <;>
      simp only [Fin.zero_eta, Fin.mk_one, Fin.reduceFinMk, pSpinOrbit_action, pHalf, slash,
        Fin.sum_univ_three, Pi.add_apply, Pi.sub_apply, Pi.smul_apply, smul_eq_mul,
        pauli_action] <;>
      ring_nf <;> simp only [I_sq] <;> ring
  · funext a
    exact congrArg (fun u => (1 / 3 : ℂ) • (pauli a *ᵥ u)) (hu (slash v))

/-- The j = 1/2 part of a core state carries the weight |σ·v|²/3, and the other part
carries the rest. -/
theorem core_weights (v : PState) : weight (pHalf v) = 1 / 3 * spinWeight (slash v) ∧
    weight (v - pHalf v) = weight v - 1 / 3 * spinWeight (slash v) := by
  have t : (1 / 3 : ℂ) = ((1 / 3 : ℝ) : ℂ) := by norm_num
  constructor <;>
    simp only [weight, spinWeight, pHalf, slash, Fin.sum_univ_three, Fin.sum_univ_two,
      Pi.add_apply, Pi.sub_apply, Pi.smul_apply, smul_eq_mul, pauli_action, t, normSq_apply,
      re_ofReal_mul, im_ofReal_mul, I_mul_re, I_mul_im, add_re, add_im, sub_re, sub_im,
      neg_re, neg_im] <;>
    ring

/-- For a symmetric tensor, the squared norm of Σ_a σ_a Q_ab, summed over b, is the squared norm of
Q minus the expectation value of L·S. -/
theorem contraction_identity (Q : DTensor) (hsym : ∀ a b, Q a b = Q b a) :
    ((∑ b, spinWeight (slash (fun a => Q a b)) : ℝ) : ℂ) = tensorWeight Q - meanLS Q := by
  -- the identity for a single column, checked in components
  have hcol : ∀ v : PState, (spinWeight (slash v) : ℂ) =
      weight v - 2 * ∑ a, ∑ s, conj (v a s) * pSpinOrbit v a s := by
    intro v
    simp only [weight, spinWeight, slash, Fin.sum_univ_three, Fin.sum_univ_two, Pi.add_apply,
      pauli_action, pSpinOrbit_action, Complex.ofReal_add, Complex.normSq_eq_conj_mul_self,
      map_add, map_neg, map_mul, conj_I]
    linear_combination (-(conj (v 1 1) * v 1 1 + conj (v 1 0) * v 1 0)) * I_sq
  obtain ⟨g, hg⟩ : ∃ g : Fin 3 → Fin 3 → ℂ, ∀ b a, g b a =
      ∑ s, conj (Q a b s) * pSpinOrbit (fun d => Q d b) a s :=
    ⟨fun b a => ∑ s, conj (Q a b s) * pSpinOrbit (fun d => Q d b) a s, fun _ _ => rfl⟩
  -- by symmetry the second index contributes g with its arguments exchanged
  have h1 : ∀ b a, ∑ s, conj (Q a b s) * dSpinOrbit Q a b s = g b a + g a b := by
    intro b a
    have hrow : (fun d => Q a d) = fun d => Q d a := funext fun d => hsym a d
    have e : dSpinOrbit Q a b =
        pSpinOrbit (fun d => Q d b) a + pSpinOrbit (fun d => Q d a) b :=
      congrArg (fun w => pSpinOrbit (fun d => Q d b) a + pSpinOrbit w b) hrow
    rw [hg, hg, e, hsym b a]
    simp only [Pi.add_apply, mul_add, Finset.sum_add_distrib]
  have hm : meanLS Q = 2 * ∑ b, ∑ a, g b a := by
    simp only [meanLS, h1, Fin.sum_univ_three]
    ring
  rw [hm]
  simp only [tensorWeight, Complex.ofReal_sum, hcol, hg, Finset.sum_sub_distrib,
    Finset.mul_sum]

/-- For a normalised symmetric tensor Q, the L2 strength is (1 - ⟨L·S⟩)/3 and the L3
strength is (2 + ⟨L·S⟩)/3. -/
theorem branching_strengths (Q : DTensor) (hsym : ∀ a b, Q a b = Q b a)
    (hnorm : tensorWeight Q = 1) :
    (strengthL2 Q : ℂ) = (1 - meanLS Q) / 3 ∧ (strengthL3 Q : ℂ) = (2 + meanLS Q) / 3 := by
  have hK := contraction_identity Q hsym
  have h2 : strengthL2 Q = 1 / 3 * ∑ b, spinWeight (slash (fun a => Q a b)) := by
    simp only [strengthL2, core_weights, Finset.mul_sum]
  have h3 : strengthL3 Q =
      tensorWeight Q - 1 / 3 * ∑ b, spinWeight (slash (fun a => Q a b)) := by
    simp only [strengthL3, core_weights, Finset.mul_sum, Finset.sum_sub_distrib, tensorWeight]
  rw [hnorm, Complex.ofReal_one] at hK
  rw [h2, h3, hnorm, Complex.ofReal_sub, Complex.ofReal_mul, hK]
  constructor <;> push_cast <;> ring

set_option maxHeartbeats 400000 in
/-- On d spin-orbitals, L·S satisfies (L·S)² = 3/2 - (L·S)/2. -/
theorem dSpinOrbit_sq (Q : DTensor) (hd : IsDOrbital Q) :
    dSpinOrbit (dSpinOrbit Q) = (3 / 2 : ℂ) • Q - (1 / 2 : ℂ) • dSpinOrbit Q := by
  obtain ⟨hsym, htr⟩ := hd
  have h10 := hsym 1 0
  have h20 := hsym 2 0
  have h21 := hsym 2 1
  rw [Fin.sum_univ_three] at htr
  have h22 : Q 2 2 = -Q 0 0 - Q 1 1 := by linear_combination (norm := module) htr
  ext a b s
  fin_cases a <;> fin_cases b <;> fin_cases s <;>
    simp only [Fin.zero_eta, Fin.mk_one, Fin.reduceFinMk, dSpinOrbit, pSpinOrbit_action,
      Pi.add_apply, Pi.sub_apply, Pi.neg_apply, Pi.smul_apply, smul_eq_mul,
      h10, h20, h21, h22] <;>
    ring_nf <;> simp only [I_sq] <;> ring

/-- A normalised d spin-orbital that is an eigenstate of L·S has either eigenvalue 1 and L3
strength 1, or eigenvalue -3/2 and L3 strength 1/6. -/
theorem eigenstate_strengths (Q : DTensor) (hd : IsDOrbital Q) (hnorm : tensorWeight Q = 1)
    (l : ℂ) (he : dSpinOrbit Q = l • Q) :
    (l = 1 ∧ strengthL3 Q = 1) ∨ (l = -3 / 2 ∧ strengthL3 Q = 1 / 6) := by
  have hlin : dSpinOrbit (l • Q) = l • dSpinOrbit Q := by
    ext a b s
    fin_cases a <;> fin_cases b <;> fin_cases s <;>
      simp only [Fin.zero_eta, Fin.mk_one, Fin.reduceFinMk, dSpinOrbit, pSpinOrbit_action,
        Pi.add_apply, Pi.smul_apply, smul_eq_mul] <;> ring
  -- the quadratic relation restricts the eigenvalue
  have h2 := dSpinOrbit_sq Q hd
  rw [he, hlin, he] at h2
  have h3 : ((l - 1) * (l + 3 / 2)) • Q = 0 := by linear_combination (norm := module) h2
  have hQ : Q ≠ 0 := by
    intro h
    simp [h, tensorWeight, weight, spinWeight] at hnorm
  -- the expectation value is the eigenvalue
  have hm : meanLS Q = l := by
    have h : meanLS Q = l * (tensorWeight Q : ℂ) := by
      simp only [meanLS, he, tensorWeight, weight, spinWeight, Complex.ofReal_sum,
        Finset.mul_sum, Complex.normSq_eq_conj_mul_self, Pi.smul_apply, smul_eq_mul]
      refine Finset.sum_congr rfl fun b _ => Finset.sum_congr rfl fun a _ =>
        Finset.sum_congr rfl fun s _ => ?_
      ring
    rw [h, hnorm, Complex.ofReal_one, mul_one]
  have hL := (branching_strengths Q hd.1 hnorm).2
  rw [hm] at hL
  rcases mul_eq_zero.mp ((smul_eq_zero.mp h3).resolve_right hQ) with h | h
  · have hl : l = 1 := by linear_combination h
    refine Or.inl ⟨hl, Complex.ofReal_injective ?_⟩
    rw [hL, hl]
    norm_num
  · have hl : l = -3 / 2 := by linear_combination h
    refine Or.inr ⟨hl, Complex.ofReal_injective ?_⟩
    rw [hL, hl]
    norm_num

/-- A spin-up d orbital proportional to (x + iy)². -/
def stretched : DTensor :=
  ![![![1 / 2, 0], ![I / 2, 0], ![0, 0]], ![![I / 2, 0], ![-1 / 2, 0], ![0, 0]],
    ![![0, 0], ![0, 0], ![0, 0]]]

set_option maxHeartbeats 400000 in
/-- The tensor `stretched` is a normalised d spin-orbital with L·S eigenvalue 1. -/
theorem stretched_witness : IsDOrbital stretched ∧ tensorWeight stretched = 1 ∧
    dSpinOrbit stretched = (1 : ℂ) • stretched := by
  refine ⟨⟨?_, ?_⟩, ?_, ?_⟩
  · intro a b
    fin_cases a <;> fin_cases b <;> simp [stretched]
  · ext s
    fin_cases s <;> apply Complex.ext <;> simp [stretched, Fin.sum_univ_three]
    norm_num
  · simp only [tensorWeight, weight, spinWeight, Fin.sum_univ_three, Fin.sum_univ_two]
    simp [stretched, normSq_apply]
    norm_num
  · ext a b s
    fin_cases a <;> fin_cases b <;> fin_cases s <;> apply Complex.ext <;>
      simp [dSpinOrbit, pSpinOrbit_action, stretched] <;> norm_num

end

end CoreLevelBranching
```

## What is proved about the two edges

The L2 and L3 edges start from the 2p levels with j = 1/2 and j = 3/2. Let Q be the empty d orbital, written as nine spinors Q_ab with Cartesian indices a, b = 0, 1, 2, and let m = ⟨Q, L·S Q⟩. The theorem `branching_strengths` says that if Q_ab = Q_ba and the squared norm of Q is 1, then

L2 strength = (1 − m)/3

L3 strength = (2 + m)/3.

The strengths add up to 1, so the second is also the branching ratio L3/(L2 + L3). `meanLS Q` is defined as a complex number, and the strengths are real numbers read as complex ones, so the equations also show that m is real.

A genuine d orbital is traceless as well as symmetric, which is the condition `IsDOrbital`. The formula needs only the symmetry. Tracelessness enters in `eigenstate_strengths`: a normalised d orbital that is an eigenstate of L·S has either eigenvalue 1 and L3 strength 1, or eigenvalue −3/2 and L3 strength 1/6. These are the values for j = 5/2 and j = 3/2. The tensor `stretched`, a spin-up orbital proportional to (x + iy)², is a checked example of the first case; the code contains no example of the second.

## The core hole and the dipole step

A `PState` is a 2p spin-orbital v, with one spinor v_a for each Cartesian direction. The matrices `pauli` and `orbital` fix the conventions: ħ = 1, S = σ/2, and L_c has entries −i ε_cad in row a and column d, where ε is the Levi-Civita symbol. On Q, `dSpinOrbit` lets L act on both indices.

The dipole component b connects Q to the p state whose components are Q_ab with b held fixed, up to a common factor that is set to 1. `pHalf` takes the j = 1/2 part of this state. `strengthL2` is the squared norm of that part, summed over the three polarisations b, and `strengthL3` is the summed squared norm of what remains. The L3 strength is thus defined by its own core states, not as one minus the L2 strength.

The model has one hole and independent particles. It leaves out multiplet effects, core–valence interaction, transitions to s states and any difference between the radial integrals or the photon energies at the two edges. It does not treat the spin–orbit sum rule for a general dⁿ configuration. The value m belongs to the empty orbital, not to the occupied electrons.

## From σ·v to the strengths

Write σ·v = Σ_a σ_a v_a, which is `slash v`, and let P be the map

(Pv)_a = σ_a(σ·v)/3.

Since Σ_a σ_a σ_a = 3, we have σ·(Pv) = σ·v, and therefore P² = P. The Pauli product rule σ_a σ_d = δ_ad + i Σ_c ε_adc σ_c gives

σ_a(σ·v) = v_a − i(σ × v)_a,

while the convention for L gives (L·S v)_a = (i/2)(σ × v)_a. Together,

L·S v = v/2 − (3/2)Pv.

The eigenvalue is −1 on the image of P and 1/2 on the remainder, as it should be for j = 1/2 and j = 3/2. This is `core_levels`.

Each σ_a preserves the norm, so

‖Pv‖² = (1/9) · 3‖σ·v‖² = ‖σ·v‖²/3.

Each σ_a is also Hermitian, so ⟨v, Pv⟩ = ‖σ·v‖²/3, the same number. Hence

‖v − Pv‖² = ‖v‖² − 2⟨v, Pv⟩ + ‖Pv‖² = ‖v‖² − ‖σ·v‖²/3.

These are the two parts of `core_weights`. Solving the formula for L·S for Pv and taking the inner product with v gives

‖σ·v‖² = 3⟨v, Pv⟩ = ‖v‖² − 2⟨v, L·S v⟩.

Now apply this to each column of Q and sum over b. Let A be the sum of the column expectation values of L·S, which is the contribution of the first index to m. Exchanging the names a and b and using Q_ab = Q_ba shows that the second index also contributes A. Thus m = 2A, and

Σ_b ‖Σ_a σ_a Q_ab‖² = ‖Q‖² − m.

This is `contraction_identity`. With ‖Q‖² = 1, one third of the right-hand side is the L2 strength (1 − m)/3. The L3 strength is 1 − (1 − m)/3 = (2 + m)/3.

## Why a d eigenstate has eigenvalue 1 or −3/2

The commutation rules L × L = iL give (σ·L)² = L² − σ·L, so

(L·S)² = L²/4 − (L·S)/2.

Let L = L′ + L″, where the two terms act on the first and second index. Each squares to 2, and the product of two ε symbols gives

(L′·L″ Q)_ab = Q_ba − δ_ab Σ_c Q_cc.

For a symmetric traceless Q this is Q_ab, so L² = 2 + 2 + 2 = 6 and

(L·S)² = 3/2 − (L·S)/2.

An eigenvalue l therefore satisfies (l − 1)(l + 3/2) = 0. In a normalised eigenstate m = l, and the L3 formula gives 1 or 1/6.

In Lean, `dSpinOrbit_sq` reaches the quadratic relation by components: it uses symmetry and zero trace to eliminate the dependent entries of Q, then compares all 18 spinor components. `eigenstate_strengths` applies the relation to an eigenstate, uses the norm to exclude Q = 0, and factors the quadratic.

## How `linear_combination` uses i² = −1

The proof of `contraction_identity` turns on the column formula `hcol`, which relates ‖σ·v‖² to L·S. Its `simp only` step writes out the components with `pauli_action` and `pSpinOrbit_action`, and replaces every squared modulus by a conjugate times the number itself. What remains is a polynomial identity in the components, their conjugates and `I`.

The tactic `ring` can check such identities, but it treats `I` as an ordinary variable and does not know that its square is −1. `linear_combination` supplies this fact: it takes a multiple of the equation `I_sq`, subtracts it from the goal and leaves `ring` to confirm that nothing is left over. The multiple here is

−(|v_10|² + |v_11|²),

where the second index labels the spin component. Only the y component appears, because σ_1 is the Pauli matrix with imaginary entries: its diagonal terms in ‖σ·v‖² come out as −i²|v_1s|² and must equal |v_1s|². The cross terms already agree with those from L·S.

The rest of the proof follows the derivation above. The auxiliary function `g` holds the contribution of one index, `h1` uses symmetry to express the other through it, and `hm` gives the factor of two. `branching_strengths` then combines this identity with `core_weights` and the normalisation.

```lean
#print axioms CoreLevelBranching.core_levels
#print axioms CoreLevelBranching.eigenstate_strengths
```

```
'CoreLevelBranching.core_levels' depends on axioms: [propext, Classical.choice, Quot.sound]
'CoreLevelBranching.eigenstate_strengths' depends on axioms: [propext, Classical.choice, Quot.sound]
```
